# Next-Nearest-Neighbour Exchange on Three Spin-1/2 Sites Is Not Quadratic in the Jordan–Wigner Fermions

Take three spin-1/2 sites, numbered 0, 1, 2, each empty (spin down) or occupied (spin up). Site 0 is empty, site 2 is occupied, and the middle site has occupation n. Let sⱼ be the operator that lowers the spin on site j. The transverse spin exchange between the outer sites, s₀†s₂ + s₂†s₀, acts as

|0 n 1⟩ → |1 n 0⟩.

A Jordan–Wigner fermion operator carries a minus sign for every occupied earlier site, so the corresponding fermion hop gives

|0 n 1⟩ → (−1)ⁿ |1 n 0⟩.

The two agree if the middle site is empty and differ in sign if it is occupied. The problems below show that this sign takes the exchange out of the quadratic operators.

Parts (a) to (e) use a complex algebra `A` with an adjoint † (`star` in Lean) and modes labelled by any index type `ι`. Write [x, y] = xy − yx and {x, y} = xy + yx.

```lean
import Mathlib

open Matrix
open scoped Kronecker

namespace NextNeighbourExchange

noncomputable section

variable {ι A : Type*} [DecidableEq ι] [Ring A] [StarRing A] [Algebra ℂ A]
```

The annihilators cⱼ obey the canonical anticommutation relations (CAR), which encode Fermi statistics:

{cᵢ, cⱼ} = 0,  {cᵢ, cⱼ†} = δᵢⱼ.

```lean
/-- The canonical anticommutation relations for a family of annihilation operators. -/
structure CAR (c : ι → A) : Prop where
  ann : ∀ i j, c i * c j + c j * c i = 0
  mix : ∀ i j, c i * star (c j) + star (c j) * c i = if i = j then 1 else 0
```

A fermion operator is any cⱼ or cⱼ†. An operator is called quadratic if it is a complex linear combination of 1 and products of two fermion operators, pairing terms included.

```lean
/-- The fermion operators: all annihilators and all creators. -/
def modes (c : ι → A) : Set A := {x | ∃ j, x = c j ∨ x = star (c j)}

/-- Complex linear combinations of the identity and products of two fermion operators. -/
def quadratic (c : ι → A) : Submodule ℂ A :=
  Submodule.span ℂ ({1} ∪ {z | ∃ x y, x ∈ modes c ∧ y ∈ modes c ∧ z = x * y})
```

With nⱼ = cⱼ†cⱼ, the parity of a mode is Zⱼ = 1 − 2nⱼ. The next definitions are this parity, the exchange of two modes, the hop D = cᵢ†Zⱼcₖ + cₖ†Zⱼcᵢ dressed by the parity of a third mode, and the double bracket {[H, x], y}.

```lean
/-- The site parity `1 - 2 n_j`. -/
def parity (c : ι → A) (j : ι) : A := 1 - 2 * (star (c j) * c j)

/-- The exchange, or hopping, term `a_i* a_j + a_j* a_i`. -/
def exchange (a : ι → A) (i j : ι) : A := star (a i) * a j + star (a j) * a i

/-- Hopping between `i` and `k` with a sign set by the occupation of `j`. -/
def dressedHop (c : ι → A) (i j k : ι) : A :=
  star (c i) * parity c j * c k + star (c k) * parity c j * c i

/-- The anticommutator of `[H, x]` with `y`. -/
def bracket (H x y : A) : A := (H * x - x * H) * y + y * (H * x - x * H)
```

## (a) Parity and operators of other modes

Let a anticommute with cⱼ and cⱼ†. Show that

Zⱼ a = a Zⱼ.

**Solution.** Moving a through two factors gives two signs:

a cⱼ†cⱼ = −cⱼ† a cⱼ = cⱼ†cⱼ a.

Thus a commutes with nⱼ, and so with Zⱼ. In Lean, `linear_combination` multiplies the two hypotheses by the required factors, and `noncomm_ring` compares the expanded products without reordering them.

```lean
omit [DecidableEq ι] [Algebra ℂ A] in
/-- An operator that anticommutes with `c_j` and `c_j*` commutes with the parity of `j`. -/
theorem parity_comm {c : ι → A} {j : ι} {a : A} (h₁ : a * c j + c j * a = 0)
    (h₂ : a * star (c j) + star (c j) * a = 0) : parity c j * a = a * parity c j := by
  unfold parity
  linear_combination (norm := noncomm_ring)
    h₂ * c j + h₂ * c j - star (c j) * h₁ - star (c j) * h₁
```

## (b) Anticommutators of fermion operators

Show that for any fermion operators x, y there is a complex α with

xy + yx = α 1.

**Solution.** For two annihilators α = 0. For an annihilator and a creator α is 1 if the modes agree and 0 otherwise. The adjoint of {cⱼ, cᵢ} = 0 gives α = 0 for two creators. Lean goes through the same four cases.

```lean
/-- Under the CAR, any two fermion operators have a scalar anticommutator. -/
theorem anticomm_scalar {c : ι → A} (h : CAR c) {x y : A} (hx : x ∈ modes c)
    (hy : y ∈ modes c) : ∃ α : ℂ, x * y + y * x = α • (1 : A) := by
  obtain ⟨i, rfl | rfl⟩ := hx <;> obtain ⟨j, rfl | rfl⟩ := hy
  · exact ⟨0, by rw [zero_smul]; exact h.ann i j⟩
  · exact ⟨if i = j then 1 else 0, by rw [h.mix i j]; split_ifs <;> simp⟩
  · exact ⟨if j = i then 1 else 0, by rw [add_comm, h.mix j i]; split_ifs <;> simp⟩
  · refine ⟨0, ?_⟩
    rw [zero_smul]
    simpa only [star_add, star_mul, star_zero] using congrArg star (h.ann j i)
```

## (c) A test for quadratic operators

Let H be quadratic and x, y fermion operators. Show that for some complex α

{[H, x], y} = α 1.

**Solution.** For H = 1 the commutator vanishes. For H = uv, part (b) supplies numbers p = {v, x}, q = {u, x}, r = {u, y}, t = {v, y}, and

[uv, x] = u{v, x} − {u, x}v = p u − q v,

{p u − q v, y} = (p r − q t) 1.

The first line says that the equation of motion is linear in the fermion operators. Sums and multiples follow because the double bracket is linear in H; this is the induction over the span in Lean.

```lean
/-- Free-fermion test: under the CAR, for quadratic `H` and fermion operators `x`, `y`,
the anticommutator of `[H, x]` with `y` is a scalar. -/
theorem bracket_scalar {c : ι → A} (h : CAR c) {H x y : A} (hH : H ∈ quadratic c)
    (hx : x ∈ modes c) (hy : y ∈ modes c) : ∃ α : ℂ, bracket H x y = α • (1 : A) := by
  unfold quadratic at hH
  unfold bracket
  induction hH using Submodule.span_induction with
  | mem z hz =>
    rcases hz with hz | ⟨u, v, hu, hv, rfl⟩
    · rw [Set.mem_singleton_iff.mp hz]
      exact ⟨0, by simp⟩
    · obtain ⟨p, hp⟩ := anticomm_scalar h hv hx
      obtain ⟨q, hq⟩ := anticomm_scalar h hu hx
      obtain ⟨r, hr⟩ := anticomm_scalar h hu hy
      obtain ⟨t, ht⟩ := anticomm_scalar h hv hy
      -- the commutator with a product of two fermion operators is linear in them
      have hc : u * v * x - x * (u * v) = p • u - q • v := by
        calc _ = u * (v * x + x * v) - (u * x + x * u) * v := by noncomm_ring
          _ = _ := by rw [hp, hq, mul_smul_comm, smul_mul_assoc, mul_one, one_mul]
      refine ⟨p * r - q * t, ?_⟩
      rw [hc]
      calc _ = p • (u * y + y * u) - q • (v * y + y * v) := by
            simp only [sub_mul, mul_sub, smul_mul_assoc, mul_smul_comm, smul_add]
            abel
        _ = _ := by rw [hr, ht]; module
  | zero => exact ⟨0, by simp⟩
  | add a b _ _ ha hb =>
    obtain ⟨α, hα⟩ := ha
    obtain ⟨β, hβ⟩ := hb
    exact ⟨α + β, by rw [add_smul, ← hα, ← hβ]; noncomm_ring⟩
  | smul t a _ ha =>
    obtain ⟨α, hα⟩ := ha
    refine ⟨t * α, ?_⟩
    rw [mul_smul, ← hα]
    simp only [smul_mul_assoc, mul_smul_comm, smul_sub, smul_add, sub_mul, mul_sub]
```

## (d) The test applied to a dressed hop

For distinct i, j, k, show that

{[D, cᵢ], cₖ†} = −Zⱼ.

**Solution.** By (a), Zⱼ commutes with cᵢ and cₖ†. The first term of D gives

[cᵢ†Zⱼcₖ, cᵢ] = −(cᵢ†cᵢ + cᵢcᵢ†)Zⱼcₖ = −Zⱼcₖ.

The second gives

[cₖ†Zⱼcᵢ, cᵢ] = 2cₖ†Zⱼcᵢcᵢ = 0.

The equation of motion of cᵢ therefore contains Zⱼcₖ, which includes a product of three fermion operators. Finally,

{−Zⱼcₖ, cₖ†} = −Zⱼ(cₖcₖ† + cₖ†cₖ) = −Zⱼ.

In the code, `hc` is the commutator and the last line is this anticommutator.

```lean
omit [Algebra ℂ A] in
/-- Under the CAR, for distinct `i, j, k`, the test applied to the dressed hop with `c_i`
and `c_k*` returns minus the parity of `j`. -/
theorem bracket_dressedHop {c : ι → A} (h : CAR c) {i j k : ι} (hij : i ≠ j) (hjk : j ≠ k)
    (hik : i ≠ k) : bracket (dressedHop c i j k) (c i) (star (c k)) = -parity c j := by
  have haa := h.ann i i
  have hab := h.ann i k
  have haa' := (h.mix i i).trans (if_pos rfl)
  have hab' := (h.mix i k).trans (if_neg hik)
  have hbb' := (h.mix k k).trans (if_pos rfl)
  have hZa : parity c j * c i = c i * parity c j :=
    parity_comm (h.ann i j) ((h.mix i j).trans (if_neg hij))
  have hZb : parity c j * star (c k) = star (c k) * parity c j :=
    parity_comm ((add_comm _ _).trans ((h.mix j k).trans (if_neg hjk)))
      (by simpa only [star_add, star_mul, star_zero] using congrArg star (h.ann j k))
  -- the equation of motion of `c_i` contains a product of three fermion operators
  have hc : dressedHop c i j k * c i - c i * dressedHop c i j k = -(parity c j * c k) := by
    unfold dressedHop
    linear_combination (norm := noncomm_ring) star (c i) * parity c j * hab
      - star (c i) * hZa * c k - haa' * parity c j * c k - hab' * parity c j * c i
      - star (c k) * hZa * c i + star (c k) * parity c j * haa
  unfold bracket
  rw [hc]
  linear_combination (norm := noncomm_ring) hZb * c k - parity c j * hbb'
```

## (e) The dressed hop fails the test

In a nonzero algebra with the CAR and for distinct i, j, k, show that

D ∉ span{1, xy : x, y fermion operators}.

**Solution.** If D were quadratic, (c) and (d) would make Zⱼ a scalar, and it would commute with cⱼ. But cⱼ² = 0 gives

Zⱼcⱼ = cⱼ − 2cⱼ†cⱼcⱼ = cⱼ,

cⱼZⱼ = cⱼ − 2(1 − cⱼ†cⱼ)cⱼ = −cⱼ.

Hence cⱼ = −cⱼ, so cⱼ = 0, and {cⱼ, cⱼ†} = 1 becomes 0 = 1. The steps `h₁` to `h₀` are these equations. `Nontrivial A` states that the algebra is nonzero.

```lean
/-- In a nonzero algebra with the CAR, the dressed hop over three distinct modes is not a
linear combination of the identity and products of two fermion operators. -/
theorem dressedHop_not_quadratic [Nontrivial A] {c : ι → A} (h : CAR c) {i j k : ι}
    (hij : i ≠ j) (hjk : j ≠ k) (hik : i ≠ k) : dressedHop c i j k ∉ quadratic c := by
  intro hmem
  obtain ⟨α, hα⟩ := bracket_scalar h hmem ⟨i, Or.inl rfl⟩ ⟨k, Or.inr rfl⟩
  rw [bracket_dressedHop h hij hjk hik] at hα
  have hs : parity c j = (-α) • (1 : A) := by rw [neg_smul, ← hα, neg_neg]
  have hcomm : parity c j * c j = c j * parity c j := by
    rw [hs, smul_mul_assoc, mul_smul_comm, one_mul, mul_one]
  have hcc := h.ann j j
  have hm := (h.mix j j).trans (if_pos rfl)
  -- but the parity also anticommutes with `c_j`
  have h₁ : parity c j * c j = c j := by
    unfold parity
    linear_combination (norm := noncomm_ring) -(star (c j) * hcc)
  have h₂ : c j * parity c j = -c j := by
    unfold parity
    linear_combination (norm := noncomm_ring) star (c j) * hcc - hm * c j - hm * c j
  have h₃ : c j + c j = 0 := by
    linear_combination (norm := noncomm_ring) hcomm - h₁ + h₂
  have h₀ : c j = 0 := by
    calc c j = (1 / 2 : ℂ) • (c j + c j) := by module
      _ = 0 := by rw [h₃, smul_zero]
  rw [h₀] at hm
  simp at hm
```

## (f) Matrices on one site

Operators on the three sites are 8 × 8 complex matrices, indexed by triples. Basis vector 0 is the lowered, empty state and 1 the occupied one. The matrix `sm` takes 1 to 0, and `sz` is +1 on the empty state, the opposite of the sign convention in which spin up has +1. The operator sⱼ (`spin`) lowers site j, and cⱼ is now `fermion`.

```lean
/-- Operators on three spin-1/2 sites. -/
abbrev Op := Matrix (Fin 2 × Fin 2 × Fin 2) (Fin 2 × Fin 2 × Fin 2) ℂ

/-- The single-site lowering matrix. -/
def sm : Matrix (Fin 2) (Fin 2) ℂ := !![0, 1; 0, 0]

/-- The single-site sign matrix. -/
def sz : Matrix (Fin 2) (Fin 2) ℂ := !![1, 0; 0, -1]

/-- The spin lowering operators of the three sites. -/
def spin : Fin 3 → Op
  | 0 => sm ⊗ₖ (1 ⊗ₖ 1)
  | 1 => 1 ⊗ₖ (sm ⊗ₖ 1)
  | 2 => 1 ⊗ₖ (1 ⊗ₖ sm)

/-- The Jordan-Wigner fermions: each lowering operator carries the signs of earlier sites. -/
def fermion : Fin 3 → Op
  | 0 => sm ⊗ₖ (1 ⊗ₖ 1)
  | 1 => sz ⊗ₖ (sm ⊗ₖ 1)
  | 2 => sz ⊗ₖ (sz ⊗ₖ sm)
```

Show that `sz` is self-adjoint and squares to 1, that sm² = 0, and that

sz sm = sm,  sm sz = −sm,  sm† sz = sm†,  sz sm† = −sm†,

sm sm† = 1 − sm†sm,  sz = 1 − 2 sm†sm.

**Solution.** After `sm` the site is empty, so `sz` gives +1; before `sm` can act, it must be occupied, so `sz` gives −1. For sm† the roles are reversed. Since sm†sm = diag(0, 1) and sm sm† = diag(1, 0), the last two identities follow. Lean compares all matrix entries.

```lean
/-- The products of the single-site lowering, raising and sign matrices. -/
theorem site_algebra : szᴴ = sz ∧ sz * sz = 1 ∧ sm * sm = 0 ∧ sz * sm = sm ∧
    sm * sz = (-1 : ℂ) • sm ∧ smᴴ * sz = smᴴ ∧ sz * smᴴ = (-1 : ℂ) • smᴴ ∧
    sm * smᴴ = 1 + (-1 : ℂ) • (smᴴ * sm) ∧ sz = 1 + (-2 : ℂ) • (smᴴ * sm) := by
  refine ⟨?_, ?_, ?_, ?_, ?_, ?_, ?_, ?_, ?_⟩ <;> ext i j <;> fin_cases i <;> fin_cases j <;>
    norm_num [sm, sz, Matrix.mul_apply, Fin.sum_univ_succ, Matrix.one_apply]
```

## (g) The Jordan–Wigner matrices are fermions

Show for all sites i, j that

{cᵢ, cⱼ} = 0,  {cᵢ, cⱼ†} = δᵢⱼ 1.

**Solution.** On equal sites the signs square to 1, leaving sm² = 0 and {sm, sm†} = 1. For different sites, `sm` or sm† meets `sz` on the earlier site and anticommutes with it. The factors on every other site commute, so the whole products anticommute. Lean treats every pair of sites with the identities of (f).

```lean
/-- The three Jordan-Wigner matrices satisfy the CAR. -/
theorem fermion_witness : CAR fermion := by
  obtain ⟨e1, e2, e3, e4, e5, e6, e7, e8, -⟩ := site_algebra
  have h3 : ∀ i : Fin 3, i = 0 ∨ i = 1 ∨ i = 2 := by decide
  constructor <;> intro i j <;> rcases h3 i with rfl | rfl | rfl <;>
    rcases h3 j with rfl | rfl | rfl <;>
    simp only [fermion, star_eq_conjTranspose, conjTranspose_kronecker, conjTranspose_one,
      ← mul_kronecker_mul, e1, e2, e3, e4, e5, e6, e7, e8, one_mul, mul_one, smul_kronecker,
      kronecker_smul, zero_kronecker, kronecker_zero, add_kronecker, kronecker_add,
      one_kronecker_one, Fin.reduceEq, reduceIte] <;>
    module
```

## (h) Nearest neighbours

Show that

s₀†s₁ + s₁†s₀ = c₀†c₁ + c₁†c₀,

s₁†s₂ + s₂†s₁ = c₁†c₂ + c₂†c₁.

**Solution.** The sign is absorbed by the operator next to it:

c₀†c₁ = sm†sz ⊗ sm ⊗ 1 = sm† ⊗ sm ⊗ 1 = s₀†s₁.

The reverse term uses sz sm = sm. On the second bond the signs of site 0 also square to 1.

```lean
/-- Nearest-neighbour spin exchange is plain fermion hopping on both bonds. -/
theorem nearest_exchange : exchange spin 0 1 = exchange fermion 0 1 ∧
    exchange spin 1 2 = exchange fermion 1 2 := by
  obtain ⟨e1, e2, -, e4, -, e6, -, -, -⟩ := site_algebra
  constructor <;>
    simp only [exchange, spin, fermion, star_eq_conjTranspose, conjTranspose_kronecker,
      conjTranspose_one, ← mul_kronecker_mul, e1, e2, e4, e6, one_mul, mul_one]
```

## (i) Next-nearest neighbours

Show that

s₀†s₂ + s₂†s₀ = c₀†(1 − 2n₁)c₂ + c₂†(1 − 2n₁)c₀,

and that this operator is not quadratic in the cⱼ.

**Solution.** From sz = 1 − 2 sm†sm, the middle parity is Z₁ = 1 ⊗ sz ⊗ 1; this is `hp`. Then

c₀†Z₁c₂ = sm†sz ⊗ sz² ⊗ sm = sm† ⊗ 1 ⊗ sm = s₀†s₂,

c₂†Z₁c₀ = sz sm ⊗ sz² ⊗ sm† = sm ⊗ 1 ⊗ sm† = s₂†s₀.

The parity cancels the sign found in the opening example. Part (e), with the CAR from (g), gives the second claim.

```lean
/-- Next-neighbour spin exchange equals `c_0*(1-2n_1)c_2 + c_2*(1-2n_1)c_0`, and it is not a linear
combination of the identity and products of two fermion operators. -/
theorem next_exchange : exchange spin 0 2 = dressedHop fermion 0 1 2 ∧
    exchange spin 0 2 ∉ quadratic fermion := by
  obtain ⟨e1, e2, -, e4, -, e6, -, -, e9⟩ := site_algebra
  -- the fermion parity of the middle site is its sign matrix
  have hp : parity fermion 1 = 1 ⊗ₖ (sz ⊗ₖ 1) := by
    simp only [parity, fermion, star_eq_conjTranspose, conjTranspose_kronecker,
      conjTranspose_one, ← mul_kronecker_mul, e1, e2, mul_one, two_mul]
    rw [e9]
    simp only [add_kronecker, kronecker_add, smul_kronecker, kronecker_smul, one_kronecker_one]
    module
  have he : exchange spin 0 2 = dressedHop fermion 0 1 2 := by
    unfold exchange dressedHop
    rw [hp]
    simp only [spin, fermion, star_eq_conjTranspose, conjTranspose_kronecker,
      conjTranspose_one, ← mul_kronecker_mul, e1, e2, e4, e6, one_mul, mul_one]
  refine ⟨he, ?_⟩
  rw [he]
  exact dressedHop_not_quadratic fermion_witness (by decide) (by decide) (by decide)
```

## (j) The chain with both couplings

Let J₁, J₂ be complex; real values give a Hermitian Hamiltonian. The chain has transverse exchange only, without Ising coupling or field:

H = J₁(s₀†s₁ + s₁†s₀ + s₁†s₂ + s₂†s₁) + J₂(s₀†s₂ + s₂†s₀).

```lean
/-- The three-site chain with nearest coupling `J₁` and next-neighbour coupling `J₂`. -/
def chain (J₁ J₂ : ℂ) : Op :=
  J₁ • (exchange spin 0 1 + exchange spin 1 2) + J₂ • exchange spin 0 2
```

Show that

H is quadratic in the cⱼ ⇔ J₂ = 0.

**Solution.** By (h) the J₁ part is quadratic. If J₂ = 0, nothing else remains. If H is quadratic and J₂ ≠ 0, subtract the J₁ part and divide by J₂: the next-nearest-neighbour exchange would be quadratic, against (i).

A quadratic Hermitian Hamiltonian can be diagonalised through a matrix whose size grows linearly with the number of modes; for this three-site chain, the equivalence says when H has that form on the full state space. It does not rule out a free-fermion solution by other means. On three sites the outer bond closes a ring, and within a sector of fixed total fermion parity the dressed hop reduces to an ordinary hop up to a sign.

```lean
/-- The three-site chain is quadratic in its Jordan-Wigner fermions exactly when the
next-neighbour coupling vanishes. -/
theorem chain_quadratic_iff (J₁ J₂ : ℂ) : chain J₁ J₂ ∈ quadratic fermion ↔ J₂ = 0 := by
  have hop : ∀ i j, exchange fermion i j ∈ quadratic fermion := fun i j =>
    Submodule.add_mem _
      (Submodule.subset_span (Or.inr ⟨_, _, ⟨i, Or.inr rfl⟩, ⟨j, Or.inl rfl⟩, rfl⟩))
      (Submodule.subset_span (Or.inr ⟨_, _, ⟨j, Or.inr rfl⟩, ⟨i, Or.inl rfl⟩, rfl⟩))
  have hnn : J₁ • (exchange spin 0 1 + exchange spin 1 2) ∈ quadratic fermion := by
    rw [nearest_exchange.1, nearest_exchange.2]
    exact Submodule.smul_mem _ _ (Submodule.add_mem _ (hop 0 1) (hop 1 2))
  unfold chain
  constructor
  · intro h
    by_contra hJ
    -- remove the quadratic part and divide by the coupling
    have h₂ := (Submodule.add_mem_iff_right _ hnn).mp h
    exact next_exchange.2 ((Submodule.smul_mem_iff _ hJ).mp h₂)
  · rintro rfl
    rw [zero_smul, add_zero]
    exact hnn

end

end NextNeighbourExchange
```

```lean
#print axioms NextNeighbourExchange.next_exchange
#print axioms NextNeighbourExchange.chain_quadratic_iff
```

```
'NextNeighbourExchange.next_exchange' depends on axioms: [propext, Classical.choice, Quot.sound]
'NextNeighbourExchange.chain_quadratic_iff' depends on axioms: [propext, Classical.choice, Quot.sound]
```
